# The derivative of the sinc function sin(πx)/(πx), including at the origin

Sinc functions serve in quantum mechanics as basis functions on evenly spaced grids, and the lemma gives the derivative of one such function, sin(πx)/(πx) with value 1 at x = 0. It states that the function is differentiable at every real x, with derivative cos(πx)/x − sin(πx)/(πx²) away from the origin and 0 at the origin. The statement concerns this one function of a real variable; no grid or Hamiltonian enters. At the origin the attempt bounds the function's deviation from 1 by π²x² whenever |πx| ≤ 1, using a Taylor estimate for the sine, and elsewhere it applies the quotient rule.

The failing Lean file:

```lean
import Mathlib

open Real Topology Asymptotics

namespace RadialSincDVR

noncomputable section

/-- The sinc function `sin(πx)/(πx)`, with value `1` at the origin. -/
def sincPi (x : ℝ) : ℝ := if x = 0 then 1 else sin (π * x) / (π * x)

/-- The slope `cos(πx)/x - sin(πx)/(πx²)` of the sinc function, with value `0` at the origin. -/
def slope (x : ℝ) : ℝ := if x = 0 then 0 else cos (π * x) / x - sin (π * x) / (π * x ^ 2)

/-- A function that deviates from a straight line by at most `C x²` whenever `|πx| ≤ 1` has the
slope of that line at the origin. -/
theorem hasDerivAt_of_quadratic {f : ℝ → ℝ} {a C : ℝ}
    (hf : ∀ x, |π * x| ≤ 1 → |f x - f 0 - a * x| ≤ C * x ^ 2) : HasDerivAt f a 0 := by
  rw [hasDerivAt_iff_isLittleO_nhds_zero]
  have hc : ∀ᶠ x : ℝ in 𝓝 0, |π * x| < 1 := by
    have h1 : Continuous (fun x : ℝ => |π * x|) := by fun_prop
    exact h1.continuousAt.eventually_lt continuousAt_const (by simp)
  have hO : (fun x : ℝ => f (0 + x) - f 0 - x • a) =O[𝓝 0] (fun x : ℝ => x ^ 2) := by
    refine IsBigO.of_bound C ?_
    filter_upwards [hc] with x hx
    rw [Real.norm_eq_abs, Real.norm_eq_abs, abs_of_nonneg (sq_nonneg x), zero_add,
      smul_eq_mul, mul_comm x a]
    exact hf x hx.le
  exact hO.trans_isLittleO (isLittleO_pow_id one_lt_two)

/-- The sinc function is differentiable everywhere, with derivative `slope`. -/
theorem hasDerivAt_sincPi (x : ℝ) : HasDerivAt sincPi (slope x) x := by
  rcases eq_or_ne x 0 with rfl | hx
  · -- at the origin: `sin y = y + O(y³)`
    rw [slope, if_pos rfl]
    refine hasDerivAt_of_quadratic (C := π ^ 2) fun x hx => ?_
    rcases eq_or_ne x 0 with rfl | h0
    · simp
    have hy : π * x ≠ 0 := mul_ne_zero pi_ne_zero h0
    have h4 : |π * x| ^ 4 ≤ |π * x| ^ 3 :=
      pow_le_pow_of_le_one (abs_nonneg _) hx (by norm_num)
    have hb := abs_le.mp (sin_bound hx)
    have h3 := abs_le.mp (abs_pow (π * x) 3).le
    have hp : 0 ≤ |π * x| ^ 3 := by positivity
    have e : sincPi x - sincPi 0 - 0 * x = (sin (π * x) - π * x) / (π * x) := by
      rw [sincPi, sincPi, if_neg h0, if_pos rfl, sub_div, div_self hy]
      ring
    have e2 : π ^ 2 * x ^ 2 * |π * x| = |π * x| ^ 3 := by
      rw [← mul_pow, ← sq_abs (π * x)]
      ring
    rw [e, abs_div, div_le_iff₀ (abs_pos.mpr hy), e2, abs_le]
    constructor <;> linarith [hb.1, hb.2, h3.1, h3.2]
  · -- elsewhere: the quotient rule
    have hl : HasDerivAt (fun y : ℝ => π * y) π x := by
      simpa using (hasDerivAt_id' x).const_mul π
    have he : sincPi =ᶠ[𝓝 x] fun y => sin (π * y) / (π * y) := by
      filter_upwards [isOpen_ne.mem_nhds hx] with y hy
      exact if_neg hy
    refine ((hl.sin.fun_div hl (mul_ne_zero pi_ne_zero hx)).congr_of_eventuallyEq
      he).congr_deriv ?_
    rw [slope, if_neg hx]
    field_simp <;> ring

end

end RadialSincDVR
```

Compiling this gives:

```
Main.lean:52:20: error: linarith failed to find a contradiction
case inl.inr.left
x : ℝ
hx : |π * x| ≤ 1
h0 : x ≠ 0
hy : π * x ≠ 0
h4 : |π * x| ^ 4 ≤ |π * x| ^ 3
hb :
  -(|π * x| ^ 5 / 100) ≤ sin (π * x) - (π * x - (π * x) ^ 3 / 6) ∧
    sin (π * x) - (π * x - (π * x) ^ 3 / 6) ≤ |π * x| ^ 5 / 100
h3 : -|π * x| ^ 3 ≤ (π * x) ^ 3 ∧ (π * x) ^ 3 ≤ |π * x| ^ 3
hp : 0 ≤ |π * x| ^ 3
e : sincPi x - sincPi 0 - 0 * x = (sin (π * x) - π * x) / (π * x)
e2 : π ^ 2 * x ^ 2 * |π * x| = |π * x| ^ 3
a✝ : sin (π * x) - π * x < -|π * x| ^ 3
⊢ False
failed
Main.lean:52:20: error: linarith failed to find a contradiction
case inl.inr.right
x : ℝ
hx : |π * x| ≤ 1
h0 : x ≠ 0
hy : π * x ≠ 0
h4 : |π * x| ^ 4 ≤ |π * x| ^ 3
hb :
  -(|π * x| ^ 5 / 100) ≤ sin (π * x) - (π * x - (π * x) ^ 3 / 6) ∧
    sin (π * x) - (π * x - (π * x) ^ 3 / 6) ≤ |π * x| ^ 5 / 100
h3 : -|π * x| ^ 3 ≤ (π * x) ^ 3 ∧ (π * x) ^ 3 ≤ |π * x| ^ 3
hp : 0 ≤ |π * x| ^ 3
e : sincPi x - sincPi 0 - 0 * x = (sin (π * x) - π * x) / (π * x)
e2 : π ^ 2 * x ^ 2 * |π * x| = |π * x| ^ 3
a✝ : |π * x| ^ 3 < sin (π * x) - π * x
⊢ False
failed
```

As a diff, the version that Lean accepts:

```diff
@@ -38,5 +38,5 @@
     · simp
     have hy : π * x ≠ 0 := mul_ne_zero pi_ne_zero h0
-    have h4 : |π * x| ^ 4 ≤ |π * x| ^ 3 :=
+    have h5 : |π * x| ^ 5 ≤ |π * x| ^ 3 :=
       pow_le_pow_of_le_one (abs_nonneg _) hx (by norm_num)
     have hb := abs_le.mp (sin_bound hx)
@@ -60,5 +60,5 @@
       he).congr_deriv ?_
     rw [slope, if_neg hx]
-    field_simp <;> ring
+    field_simp
 
 end
```

Diagnosis. Both errors come from the final `linarith` in the case at the origin, once for each half of the bound |sin(πx) − πx| ≤ |πx|³. The estimate `sin_bound` leaves an error term |πx|⁵/100, as `hb` shows, but the attempt had prepared `h4`, which compares the fourth power of |πx| with the third. To `linarith` the fourth and fifth powers are unrelated quantities, so nothing it was given limits the fifth power from above, and neither half follows.

The repair replaces `h4` by `h5`, which says |πx|⁵ ≤ |πx|³. The same proof term serves, since |πx| ≤ 1. With `h3` bounding the cubic term, the deviation is at most (1/6 + 1/100)|πx|³, and both halves follow by linear arithmetic.

The other change, dropping `<;> ring` after `field_simp` in the quotient-rule case, is mere tidying: `field_simp` already closes the goal, so `ring` had nothing to run on.
